# While the potential stays below 2c², a ZORA state follows a constant upward shift with energy E + d exactly when the matrix of σ·p annihilates it

The theorem `eigenvector_shift_iff` concerns the ZORA Hamiltonian H(V, W) = V + c² B\*(2c² − W)⁻¹B, with finite complex matrices and B in the place of σ·p. Let c ≠ 0 and d > 0 be real, let 2c² − W − d be positive definite, and let x satisfy H(V, W)x = Ex; x need not be normalised and may even be zero. Then x solves the equation with both V and W shifted by d, at energy E + d, exactly when Bx = 0. The proof reduces the shifted equation to B\*KBx = 0, where K = (2c² − W − d)⁻¹(2c² − W)⁻¹ is positive definite. Pairing with x gives (Bx)\*K(Bx) = 0, which forces Bx = 0, and the converse is immediate.

The first attempt, which Lean rejects:

```lean
import Mathlib

open Matrix
open scoped ComplexOrder

namespace EigenvectorShiftIff

noncomputable section

variable {m n : Type*} [Fintype m] [Fintype n] [DecidableEq m] [DecidableEq n]

/-- The matrix `2c² - W` that stands in the denominator of the ZORA kinetic energy. -/
def gap (c : ℝ) (W : Matrix m m ℂ) : Matrix m m ℂ :=
  (2 * (c : ℂ) ^ 2) • (1 : Matrix m m ℂ) - W

/-- The ZORA Hamiltonian `V + c² B* (2c² - W)⁻¹ B`, where `B` is the matrix of `σ·p`; the inverse is
a true inverse when `2c² - W` is invertible, and Lean sets it to `0` otherwise. -/
def zora (c : ℝ) (V : Matrix n n ℂ) (W : Matrix m m ℂ) (B : Matrix m n ℂ) : Matrix n n ℂ :=
  V + ((c : ℂ) ^ 2) • (Bᴴ * (gap c W)⁻¹ * B)

/-- The gauge error `H(V+d, W+d) - H(V,W) - d`: what a constant shift `d` of the potential does to
the ZORA Hamiltonian beyond adding `d`. The inverses in it are true inverses when `2c² - W` and
`2c² - W - d` are invertible. -/
def gaugeError (c d : ℝ) (V : Matrix n n ℂ) (W : Matrix m m ℂ) (B : Matrix m n ℂ) :
    Matrix n n ℂ :=
  zora c (V + (d : ℂ) • 1) (W + (d : ℂ) • 1) B - zora c V W B - (d : ℂ) • 1

omit [Fintype m] in
lemma gap_eq (c d : ℝ) (W : Matrix m m ℂ) :
    gap c W = gap c (W + (d : ℂ) • 1) + (d : ℂ) • 1 := by
  unfold gap
  abel

/-- If `d > 0` and `2c² - W - d` is positive definite, then so is the product
`(2c² - W - d)⁻¹ (2c² - W)⁻¹`. -/
theorem kernel_posDef {c d : ℝ} {W : Matrix m m ℂ} (hd : 0 < d)
    (hP : (gap c (W + (d : ℂ) • 1)).PosDef) :
    ((gap c (W + (d : ℂ) • 1))⁻¹ * (gap c W)⁻¹).PosDef := by
  have hd' : (0 : ℂ) < (d : ℂ) := by exact_mod_cast hd
  rw [← Matrix.mul_inv_rev, gap_eq c d W]
  set P := gap c (W + (d : ℂ) • 1)
  -- the inverse kernel is `P*P + dP`
  have h : (P + (d : ℂ) • 1) * P = (d : ℂ) • P + Pᴴ * P := by
    rw [hP.isHermitian.eq, Matrix.add_mul, Matrix.smul_mul, Matrix.one_mul, add_comm]
  rw [h]
  exact ((hP.smul hd').add_posSemidef (Matrix.posSemidef_conjTranspose_mul_self P)).inv

omit [Fintype n] in
/-- For `d > 0` and `2c² - W - d` positive definite, the gauge error is
`c² d B* (2c² - W - d)⁻¹ (2c² - W)⁻¹ B`. -/
theorem gaugeError_eq {c d : ℝ} (V : Matrix n n ℂ) {W : Matrix m m ℂ} (B : Matrix m n ℂ)
    (hd : 0 < d) (hP : (gap c (W + (d : ℂ) • 1)).PosDef) :
    gaugeError c d V W B = ((c : ℂ) ^ 2 * d) •
      (Bᴴ * ((gap c (W + (d : ℂ) • 1))⁻¹ * (gap c W)⁻¹) * B) := by
  have hd' : (0 : ℂ) < (d : ℂ) := by exact_mod_cast hd
  have hQ : (gap c W).PosDef := by
    rw [gap_eq c d W]
    exact hP.add (Matrix.PosDef.one.smul hd')
  have uP := (Matrix.isUnit_iff_isUnit_det _).mp hP.isUnit
  have uQ := (Matrix.isUnit_iff_isUnit_det _).mp hQ.isUnit
  have hsub : gap c W - gap c (W + (d : ℂ) • 1) = (d : ℂ) • 1 := by
    rw [gap_eq c d W, add_sub_cancel_left]
  -- resolvent identity
  have hres : (gap c (W + (d : ℂ) • 1))⁻¹ - (gap c W)⁻¹
      = (d : ℂ) • ((gap c (W + (d : ℂ) • 1))⁻¹ * (gap c W)⁻¹) := by
    calc _ = (gap c (W + (d : ℂ) • 1))⁻¹ * (gap c W * (gap c W)⁻¹)
          - ((gap c (W + (d : ℂ) • 1))⁻¹ * gap c (W + (d : ℂ) • 1)) * (gap c W)⁻¹ := by
          rw [Matrix.mul_nonsing_inv _ uQ, Matrix.nonsing_inv_mul _ uP, Matrix.mul_one,
            Matrix.one_mul]
      _ = (gap c (W + (d : ℂ) • 1))⁻¹ * (gap c W - gap c (W + (d : ℂ) • 1))
          * (gap c W)⁻¹ := by
          simp only [Matrix.mul_sub, Matrix.sub_mul, Matrix.mul_assoc]
      _ = _ := by rw [hsub, Matrix.mul_smul, Matrix.mul_one, Matrix.smul_mul]
  calc gaugeError c d V W B = ((c : ℂ) ^ 2) •
        (Bᴴ * ((gap c (W + (d : ℂ) • 1))⁻¹ - (gap c W)⁻¹) * B) := by
        unfold gaugeError zora
        rw [Matrix.mul_sub, Matrix.sub_mul, smul_sub]
        abel
    _ = _ := by rw [hres, Matrix.mul_smul, Matrix.smul_mul, smul_smul]

/-- Let `c ≠ 0`, `d > 0` and `2c² - W - d` be positive definite. A solution `x` of the ZORA
equation with energy `E` solves the fully shifted equation with energy `E + d` exactly when
`B x = 0`. -/
theorem eigenvector_shift_iff {c d : ℝ} {V : Matrix n n ℂ} {W : Matrix m m ℂ}
    {B : Matrix m n ℂ} (hc : c ≠ 0) (hd : 0 < d)
    (hP : (gap c (W + (d : ℂ) • 1)).PosDef) {x : n → ℂ} {E : ℂ}
    (hx : zora c V W B *ᵥ x = E • x) :
    zora c (V + (d : ℂ) • 1) (W + (d : ℂ) • 1) B *ᵥ x = (E + d) • x ↔ B *ᵥ x = 0 := by
  have hs : zora c (V + (d : ℂ) • 1) (W + (d : ℂ) • 1) B
      = gaugeError c d V W B + (zora c V W B + (d : ℂ) • 1) := by
    unfold gaugeError
    abel
  have hcd : (c : ℂ) ^ 2 * d ≠ 0 := by
    have h : c ^ 2 * d ≠ 0 := by positivity
    exact_mod_cast h
  rw [hs, Matrix.add_mulVec, Matrix.add_mulVec, hx, Matrix.smul_mulVec, Matrix.one_mulVec,
    ← add_smul, add_eq_right, gaugeError_eq V B hd hP, Matrix.smul_mulVec,
    smul_eq_zero_iff_right hcd]
  have hK := kernel_posDef hd hP
  set K := (gap c (W + (d : ℂ) • 1))⁻¹ * (gap c W)⁻¹
  constructor
  · intro h
    by_contra hBx
    -- the kernel is strictly positive on `B x`
    have hpos := hK.dotProduct_mulVec_pos hBx
    have h0 : Bᴴ *ᵥ (K *ᵥ (B *ᵥ x)) = 0 := by
      rw [Matrix.mulVec_mulVec, Matrix.mulVec_mulVec, ← Matrix.mul_assoc]
      exact h
    rw [Matrix.star_mulVec, ← Matrix.dotProduct_mulVec, h0, dotProduct_zero] at hpos
    exact lt_irrefl _ hpos
  · intro h
    rw [← Matrix.mulVec_mulVec, h, Matrix.mulVec_zero]

end

end EigenvectorShiftIff
```

Lean reports:

```
Main.lean:108:12: error: (deterministic) timeout at `whnf`, maximum number of heartbeats (200000) has been reached

Note: Use `set_option maxHeartbeats <num>` to set the limit.

Hint: Additional diagnostic information may be available using the `set_option diagnostics true` command.
Main.lean:110:4: error: (deterministic) timeout at `«tactic execution»`, maximum number of heartbeats (200000) has been reached

Note: Use `set_option maxHeartbeats <num>` to set the limit.

Hint: Additional diagnostic information may be available using the `set_option diagnostics true` command.
Main.lean:81:0: error: (deterministic) timeout at `whnf`, maximum number of heartbeats (200000) has been reached

Note: Use `set_option maxHeartbeats <num>` to set the limit.

Hint: Additional diagnostic information may be available using the `set_option diagnostics true` command.
```

As a diff, the version that Lean accepts:

```diff
@@ -99,4 +99,5 @@
   have hK := kernel_posDef hd hP
   set K := (gap c (W + (d : ℂ) • 1))⁻¹ * (gap c W)⁻¹
+  clear_value K
   constructor
   · intro h
@@ -105,5 +106,5 @@
     have hpos := hK.dotProduct_mulVec_pos hBx
     have h0 : Bᴴ *ᵥ (K *ᵥ (B *ᵥ x)) = 0 := by
-      rw [Matrix.mulVec_mulVec, Matrix.mulVec_mulVec, ← Matrix.mul_assoc]
+      rw [Matrix.mulVec_mulVec, Matrix.mulVec_mulVec]
       exact h
     rw [Matrix.star_mulVec, ← Matrix.dotProduct_mulVec, h0, dotProduct_zero] at hpos
```

What went wrong. The first timeout is at `exact h`, but the cause is the rewrite just before it. Two uses of `Matrix.mulVec_mulVec` already turn the goal into `(Bᴴ * K * B) *ᵥ x = 0`, which is `h`. The further `← Matrix.mul_assoc` needs a product as right-hand factor, and none is visible. But `set` leaves `K` with its value, a product of two inverses, so Lean can unfold `K` and regroup `Bᴴ * K` as `Bᴴ` times the first inverse, times the second. `exact h` must then match two bracketings of a matrix product by unfolding definitions, and runs out of heartbeats. The other two timeouts follow from this, since the whole declaration shares one budget.

Dropping `← Matrix.mul_assoc` is the cure, as the goal is then `h` as it stands. `clear_value K` makes `K` opaque, so that no later step can unfold it. With the stray rewrite gone it is a safeguard, and nothing in the messages shows that it was needed as well.
